# The Gibbs Variational Principle for Finitely Many Classical Configurations

Let $S$ be a finite nonempty set of configurations with real energies $E_s$, and let $\beta>0$ be the inverse temperature. Every probability vector $p$ on $S$ satisfies

$$F[p]=\sum_s p_sE_s+\frac1\beta\sum_s p_s\log p_s\;\ge\;-\frac1\beta\log Z,\qquad Z=\sum_s e^{-\beta E_s},$$

with equality if and only if $p_s=e^{-\beta E_s}/Z$ for every $s$. Here $0\log 0=0$, so configurations of zero probability are allowed. The functional $F$ is mean energy minus temperature times entropy, and its minimum is the equilibrium free energy. For a classical model with finitely many configurations, any trial distribution therefore gives an upper bound on the free energy, which is the basis of variational mean-field estimates.

## Free energy as a distance from equilibrium

The derivation starts from an inequality for two numbers $x\ge0$ and $y>0$:

$$x-y\le x(\log x-\log y),\qquad\text{with equality only if } x=y.$$

If $x=0$, it reads $-y\le0$, which is strict, and indeed $x\ne y$. If $x>0$, use $\log t\le t-1$, where equality holds only at $t=1$. Setting $t=y/x$ and multiplying by $x$ gives $x(\log y-\log x)\le y-x$. Reversing signs gives the claim.

Now let $q$ be a probability vector with all entries positive, and define the relative entropy $D(p,q)=\sum_s p_s(\log p_s-\log q_s)$. Summing the inequality over $s$ gives

$$D(p,q)\ge\sum_s(p_s-q_s)=1-1=0.$$

If $D(p,q)=0$, the nonnegative differences between the two sides of the inequality add up to zero. Each difference then vanishes, so $p_s=q_s$ for every $s$.

Take $q$ to be the Gibbs distribution $g_s=e^{-\beta E_s}/Z$, for which $\log g_s=-\beta E_s-\log Z$. Since $\sum_s p_s=1$,

$$D(p,g)=\sum_s p_s\log p_s+\beta\sum_s p_sE_s+\log Z.$$

Dividing by $\beta$ and rearranging,

$$F[p]=-\frac1\beta\log Z+\frac1\beta D(p,g).$$

The last term is nonnegative because $\beta>0$, and it vanishes exactly when $p=g$.

The smallest case has a single configuration of energy $E$. Then $p=1$ is the only probability vector, $F[p]=E$ and $Z=e^{-\beta E}$, so both sides of the principle equal $E$ at every temperature.

## Two potentials with one equilibrium density

Let $L$ be a finite set of lattice sites, and let configuration $s$ have occupation $n_i(s)$ at site $i$. In a site potential $v$ the energy is $E_s=W_s+\sum_i v_in_i(s)$, where $W_s$ is the energy without the potential. Write $\rho_i[p]=\sum_s p_sn_i(s)$ for the density, and $F_v$ and $F_W$ for the free energies with and without the potential. Exchanging two finite sums gives

$$F_v[p]=F_W[p]+\sum_i v_i\rho_i[p].$$

Suppose that $v$ and $v'$ have Gibbs distributions $g$ and $g'$ with the same density. The principle for $v$, with $g'$ as trial distribution, says $F_v[g]\le F_v[g']$. The potential terms are equal and cancel, leaving $F_W[g]\le F_W[g']$. Exchanging the roles of the potentials gives the reverse inequality, so $F_W[g]=F_W[g']$ and hence $F_v[g']=F_v[g]$. Thus $g'$ also attains the minimum for $v$, and the equality case forces $g'=g$.

Taking logarithms of $g_s=g'_s$, with partition functions $Z$ and $Z'$, gives

$$\sum_i(v_i-v'_i)n_i(s)=\frac{\log Z'-\log Z}{\beta}\qquad\text{for every } s.$$

In finite-temperature density functional theory for such a classical finite lattice, the equilibrium density therefore fixes the potential energy of the configurations up to a common constant.

## Probabilities, weights and functionals in Lean

The types `S` and `L` hold the configurations and the sites. Both are finite, and nonemptiness of `S` is a separate assumption, made in the theorems whose proofs use it.

```lean
import Mathlib

open Finset

namespace FiniteTemperatureLattice

noncomputable section

variable {S L : Type*} [Fintype S] [Fintype L]
```

A distribution is a real function on `S`. The predicate `IsProbability` requires nonnegative entries and total weight one.

```lean
/-- A probability vector on the configurations: nonnegative entries with sum one. -/
def IsProbability (p : S → ℝ) : Prop := (∀ s, 0 ≤ p s) ∧ ∑ s, p s = 1
```

The next two definitions are $Z$ and the normalised weight $g_s$. The energy is an arbitrary real function, and Boltzmann's constant is absorbed into `β`.

```lean
/-- The canonical partition function `Z = ∑ exp(-β E_s)`. -/
def partitionFunction (β : ℝ) (E : S → ℝ) : ℝ := ∑ s, Real.exp (-β * E s)

/-- The Gibbs weight `exp(-β E_s) / Z`, for a nonempty configuration set. -/
def gibbs (β : ℝ) (E : S → ℝ) (s : S) : ℝ :=
  Real.exp (-β * E s) / partitionFunction β E
```

The functional $F[p]$ and the relative entropy $D(p,q)$ are explicit sums. The convention $0\log0=0$ needs no separate clause, because Lean's real logarithm has a value at zero and that value is multiplied by zero.

```lean
/-- The free-energy functional `∑ p_s E_s + (1/β) ∑ p_s log p_s`, for `β ≠ 0`,
with `0 log 0 = 0`. -/
def freeEnergy (β : ℝ) (E p : S → ℝ) : ℝ :=
  ∑ s, p s * E s + (1 / β) * ∑ s, p s * Real.log (p s)

/-- The relative entropy `∑ p_s (log p_s - log q_s)`, for strictly positive `q`. -/
def relEntropy (p q : S → ℝ) : ℝ := ∑ s, p s * (Real.log (p s) - Real.log (q s))
```

## From two numbers to two distributions

The two-number inequality is proved together with its equality case. The proof first treats $x=0$, then $x=y$. In the remaining case `Real.log_lt_sub_one_of_pos` supplies the strict inequality $\log t<t-1$ at $t=y/x$, and multiplication by $x$ gives `key`. A strict inequality rules out equality, which settles the equivalence.

```lean
/-- For `x ≥ 0` and `y > 0`, `x (log x - log y)` is at least `x - y`, with equality
exactly when `x = y`. -/
theorem sub_le_mul_log_sub {x y : ℝ} (hx : 0 ≤ x) (hy : 0 < y) :
    x - y ≤ x * (Real.log x - Real.log y) ∧
      (x * (Real.log x - Real.log y) = x - y ↔ x = y) := by
  rcases hx.eq_or_lt with h0 | hx
  · rw [← h0, zero_mul]
    exact ⟨by linarith, ⟨fun h => by linarith, fun h => by linarith⟩⟩
  by_cases hxy : x = y
  · subst hxy
    simp
  -- the strict inequality log t < t - 1 at t = y / x
  have key : x - y < x * (Real.log x - Real.log y) := by
    have h := Real.log_lt_sub_one_of_pos (div_pos hy hx)
      (fun h => hxy ((div_eq_one_iff_eq hx.ne').mp h).symm)
    rw [Real.log_div hy.ne' hx.ne'] at h
    have h2 := mul_lt_mul_of_pos_left h hx
    have h3 : x * (y / x - 1) = y - x := by
      rw [mul_sub, mul_div_cancel₀ y hx.ne', mul_one]
    rw [h3] at h2
    linarith
  exact ⟨key.le, ⟨fun h => absurd h key.ne', fun h => absurd h hxy⟩⟩
```

Summation gives the corresponding statement for distributions. The hypothesis `hpos` requires every entry of `q` to be positive, while `p` may have zeros. Here `hsum` is the identity $\sum_s(p_s-q_s)=0$ and `hle` is the termwise inequality. The lemma `Finset.sum_eq_sum_iff_of_le` carries out the equality argument: if termwise ordered sums agree, so do their terms.

```lean
/-- The relative entropy of a probability vector to a strictly positive one is
nonnegative, and it vanishes exactly when the two are equal. -/
theorem relEntropy_nonneg_and_eq_zero_iff {p q : S → ℝ} (hp : IsProbability p)
    (hq : IsProbability q) (hpos : ∀ s, 0 < q s) :
    0 ≤ relEntropy p q ∧ (relEntropy p q = 0 ↔ p = q) := by
  have hsum : ∑ s, (p s - q s) = 0 := by
    rw [Finset.sum_sub_distrib, hp.2, hq.2, sub_self]
  have hle : ∀ s ∈ (univ : Finset S),
      p s - q s ≤ p s * (Real.log (p s) - Real.log (q s)) :=
    fun s _ => (sub_le_mul_log_sub (hp.1 s) (hpos s)).1
  unfold relEntropy
  refine ⟨?_, ?_, ?_⟩
  · have h := Finset.sum_le_sum hle
    rwa [hsum] at h
  · intro h
    -- equality of the sums forces equality term by term
    have h' := (Finset.sum_eq_sum_iff_of_le hle).mp (hsum.trans h.symm)
    funext s
    exact (sub_le_mul_log_sub (hp.1 s) (hpos s)).2.mp (h' s (mem_univ s)).symm
  · intro h
    simp [h]
```

## The minimum and where it is attained

Three facts about the Gibbs distribution come first. Its partition function is positive, its weights form a probability vector, and their logarithms are $-\beta E_s-\log Z$. Nonemptiness enters through the first of these, since an empty sum would give $Z=0$.

```lean
/-- The partition function of a nonempty configuration set is positive. -/
theorem partitionFunction_pos [Nonempty S] (β : ℝ) (E : S → ℝ) :
    0 < partitionFunction β E :=
  Finset.sum_pos (fun _ _ => Real.exp_pos _) univ_nonempty

/-- On a nonempty configuration set the Gibbs weights form a probability vector. -/
theorem gibbs_isProbability [Nonempty S] (β : ℝ) (E : S → ℝ) :
    IsProbability (gibbs β E) := by
  have hZ := partitionFunction_pos β E
  refine ⟨fun s => (div_pos (Real.exp_pos _) hZ).le, ?_⟩
  unfold gibbs
  rw [← Finset.sum_div]
  exact div_self hZ.ne'

/-- On a nonempty configuration set the logarithm of a Gibbs weight is
`-β E_s - log Z`. -/
theorem log_gibbs [Nonempty S] (β : ℝ) (E : S → ℝ) (s : S) :
    Real.log (gibbs β E s) = -β * E s - Real.log (partitionFunction β E) := by
  rw [gibbs, Real.log_div (Real.exp_pos _).ne' (partitionFunction_pos β E).ne',
    Real.log_exp]
```

The next theorem is the identity $F[p]=-\frac1\beta\log Z+\frac1\beta D(p,g)$. It uses only $\beta\ne0$ and $\sum_s p_s=1$; neither the sign of $\beta$ nor the nonnegativity of $p$ plays a part yet. The `calc` block expands $D(p,g)$ into the three sums of the derivation, and `linear_combination` performs the division by $\beta$.

```lean
/-- For `β ≠ 0`, a nonempty configuration set and weights `p` of sum one, the free energy
is `-(1/β) log Z` plus `1/β` times the relative entropy of `p` to the Gibbs weights. -/
theorem freeEnergy_eq [Nonempty S] {β : ℝ} (hβ : β ≠ 0) (E : S → ℝ) {p : S → ℝ}
    (hp : ∑ s, p s = 1) :
    freeEnergy β E p = -(1 / β) * Real.log (partitionFunction β E)
      + (1 / β) * relEntropy p (gibbs β E) := by
  have h : relEntropy p (gibbs β E) = ∑ s, p s * Real.log (p s)
      + β * ∑ s, p s * E s + Real.log (partitionFunction β E) := by
    calc relEntropy p (gibbs β E)
        = ∑ s, (p s * Real.log (p s) + β * (p s * E s)
            + p s * Real.log (partitionFunction β E)) :=
          Finset.sum_congr rfl (fun s _ => by rw [log_gibbs]; ring)
      _ = _ := by
          rw [Finset.sum_add_distrib, Finset.sum_add_distrib, ← Finset.mul_sum,
            ← Finset.sum_mul, hp, one_mul]
  have hb : (1 / β) * β = 1 := one_div_mul_cancel hβ
  rw [h]
  unfold freeEnergy
  linear_combination (-(∑ s, p s * E s)) * hb
```

The principle itself has two parts, a lower bound and an equivalence. The equivalence states the Gibbs formula explicitly for every `s`. After rewriting $F$ by the identity, the proof needs only that $1/\beta$ is positive and that relative entropy is nonnegative, with zero exactly at equality.

```lean
/-- Gibbs principle: for `β > 0` and a nonempty configuration set, the free energy of any
probability vector is at least `-(1/β) log Z`, with equality exactly for the Gibbs weights. -/
theorem gibbs_principle [Nonempty S] {β : ℝ} (hβ : 0 < β) (E : S → ℝ) {p : S → ℝ}
    (hp : IsProbability p) :
    -(1 / β) * Real.log (partitionFunction β E) ≤ freeEnergy β E p ∧
      (freeEnergy β E p = -(1 / β) * Real.log (partitionFunction β E) ↔
        ∀ s, p s = Real.exp (-β * E s) / partitionFunction β E) := by
  obtain ⟨h0, h1⟩ := relEntropy_nonneg_and_eq_zero_iff hp (gibbs_isProbability β E)
    (fun s => div_pos (Real.exp_pos _) (partitionFunction_pos β E))
  have hb : 0 < 1 / β := one_div_pos.mpr hβ
  rw [freeEnergy_eq hβ.ne' E hp.2]
  refine ⟨?_, ?_, ?_⟩
  · have := mul_nonneg hb.le h0
    linarith
  · intro h s
    have hz : (1 / β) * relEntropy p (gibbs β E) = 0 := by linarith
    exact congrFun (h1.mp ((mul_eq_zero.mp hz).resolve_left hb.ne')) s
  · intro h
    rw [h1.mpr (funext h), mul_zero, add_zero]
```

## Site potentials and densities in Lean

The function `n` assigns a real occupation `n s i` to each configuration and site, so the theorems cover exclusion models as well as multiple occupation. The function `W` can contain any interaction that depends on the configuration alone.

```lean
/-- The energy `W_s + ∑ v_i n_i(s)` of a configuration with interaction energy `W` and
occupations `n` in the site potential `v`. -/
def latticeEnergy (W : S → ℝ) (n : S → L → ℝ) (v : L → ℝ) (s : S) : ℝ :=
  W s + ∑ i, v i * n s i

/-- The mean occupation of site `i` under the weights `p`. -/
def density (n : S → L → ℝ) (p : S → ℝ) (i : L) : ℝ := ∑ s, p s * n s i
```

The separation of the potential from the rest of the free energy holds for arbitrary weights `p`. Its main step is `Finset.sum_comm`, which exchanges the sums over configurations and sites.

```lean
/-- For any weights `p`, the free energy in the site potential `v` is the free energy without the
potential plus `∑ v_i ρ_i`, where `ρ` is the density of `p`. -/
theorem freeEnergy_latticeEnergy (β : ℝ) (W : S → ℝ) (n : S → L → ℝ) (v : L → ℝ)
    (p : S → ℝ) :
    freeEnergy β (latticeEnergy W n v) p
      = freeEnergy β W p + ∑ i, v i * density n p i := by
  have h : ∑ s, p s * ∑ i, v i * n s i = ∑ i, v i * ∑ s, p s * n s i := by
    simp only [Finset.mul_sum]
    rw [Finset.sum_comm]
    exact Finset.sum_congr rfl fun i _ => Finset.sum_congr rfl fun s _ => by ring
  unfold freeEnergy latticeEnergy density
  simp only [mul_add, Finset.sum_add_distrib]
  rw [h]
  ring
```

In the final theorem, `hn` is the assumption that the two equilibrium densities agree at every site. The proof records each Gibbs distribution's free energy in its own potential (`a0`, `b0`) and the bounds obtained with the other distribution as trial (`a`, `b`). The identities `s1` to `s4` separate out the potential terms, and `linarith` combines everything to show that the second distribution attains the minimum for `v`. The equality case then identifies the distributions, and `log_gibbs` yields the constant found above.

```lean
/-- For `β > 0` and a nonempty configuration set, two site potentials with the same
equilibrium density have the same Gibbs weights, and their potential energies differ by
a constant over all configurations. -/
theorem density_determines_gibbs [Nonempty S] {β : ℝ} (hβ : 0 < β) (W : S → ℝ)
    (n : S → L → ℝ) (v v' : L → ℝ)
    (hn : density n (gibbs β (latticeEnergy W n v))
      = density n (gibbs β (latticeEnergy W n v'))) :
    gibbs β (latticeEnergy W n v) = gibbs β (latticeEnergy W n v') ∧
      ∃ c : ℝ, ∀ s, ∑ i, (v i - v' i) * n s i = c := by
  have hg := gibbs_isProbability β (latticeEnergy W n v)
  have hg' := gibbs_isProbability β (latticeEnergy W n v')
  -- each Gibbs distribution serves as a trial state for the other potential
  have a := gibbs_principle hβ (latticeEnergy W n v) hg'
  have b := (gibbs_principle hβ (latticeEnergy W n v') hg).1
  have a0 := (gibbs_principle hβ (latticeEnergy W n v) hg).2.mpr (fun _ => rfl)
  have b0 := (gibbs_principle hβ (latticeEnergy W n v') hg').2.mpr (fun _ => rfl)
  have s1 := freeEnergy_latticeEnergy β W n v (gibbs β (latticeEnergy W n v))
  have s2 := freeEnergy_latticeEnergy β W n v (gibbs β (latticeEnergy W n v'))
  have s3 := freeEnergy_latticeEnergy β W n v' (gibbs β (latticeEnergy W n v))
  have s4 := freeEnergy_latticeEnergy β W n v' (gibbs β (latticeEnergy W n v'))
  rw [← hn] at s2 s4
  have heq : gibbs β (latticeEnergy W n v) = gibbs β (latticeEnergy W n v') :=
    (funext (a.2.mp (le_antisymm (by linarith) a.1))).symm
  refine ⟨heq, (Real.log (partitionFunction β (latticeEnergy W n v'))
    - Real.log (partitionFunction β (latticeEnergy W n v))) / β, fun s => ?_⟩
  -- logarithms of equal Gibbs weights compare the energies
  have hl := congrArg Real.log (congrFun heq s)
  rw [log_gibbs, log_gibbs] at hl
  have hd : ∑ i, (v i - v' i) * n s i
      = latticeEnergy W n v s - latticeEnergy W n v' s := by
    simp only [latticeEnergy, sub_mul, Finset.sum_sub_distrib]
    ring
  rw [hd, eq_div_iff hβ.ne']
  linear_combination (-1) * hl

end

end FiniteTemperatureLattice
```

The conclusion concerns potential energies of configurations, and the potential itself may remain undetermined: with a single configuration, every potential produces the same density. If instead the configurations are all ways of placing a fixed number of particles on the sites, at most one per site, with at least one particle and one vacancy, then moving a particle between two sites shows that $v-v'$ is the same at every site.

The configurations are classical. A quantum lattice model with hopping has a Hamiltonian that does not commute with the site occupations, and its equilibrium state is a density matrix instead of a probability vector on occupation patterns. The density statement here is thus the classical counterpart of Mermin's theorem for quantum systems at finite temperature, and does not contain it.

```lean
#print axioms FiniteTemperatureLattice.gibbs_principle
-- 'FiniteTemperatureLattice.gibbs_principle' depends on axioms: [propext, Classical.choice, Quot.sound]
#print axioms FiniteTemperatureLattice.density_determines_gibbs
-- 'FiniteTemperatureLattice.density_determines_gibbs' depends on axioms: [propext, Classical.choice, Quot.sound]
```
